# At zero strain the volume factor det(1 + tE) changes at the rate tr E

Under the linear deformation 1 + tE, volumes are scaled by det(1 + tE), up to sign. The lemma `hasDerivAt_volume` states that this determinant, as a function of the real parameter t, has derivative tr E at t = 0. Here E is any real square matrix with a finite index set, and it need not be symmetric. The attempt expands the determinant as 1 + t tr E + t² p(t) with p a polynomial, and writes this as 1 + t u(t) with u continuous at zero. The preceding lemma then gives the derivative u(0) = tr E, and what remains is to match this result with the goal.

The first attempt, which Lean rejects:

```lean
import Mathlib

open Matrix Filter Topology

namespace KineticStrainResponse

noncomputable section

variable {n ι : Type*} [Fintype n] [DecidableEq n] [Fintype ι]

/-- If `u` is continuous at zero, then `t u(t)` has derivative `u(0)` there. -/
theorem hasDerivAt_mul_of_continuousAt {u : ℝ → ℝ} (hu : ContinuousAt u 0) :
    HasDerivAt (fun t => t * u t) (u 0) 0 := by
  rw [hasDerivAt_iff_tendsto_slope_zero]
  refine (hu.tendsto.mono_left nhdsWithin_le_nhds).congr' ?_
  filter_upwards [self_mem_nhdsWithin] with t ht
  have ht' : t ≠ 0 := ht
  simp only [zero_add, zero_mul, sub_zero, smul_eq_mul]
  field_simp

/-- The volume factor `det(1 + tE)` changes at the rate `tr E` at zero strain. -/
theorem hasDerivAt_volume (E : Matrix n n ℝ) :
    HasDerivAt (fun t : ℝ => (1 + t • E).det) E.trace 0 := by
  obtain ⟨p, hp⟩ : ∃ p : Polynomial ℝ, ∀ t : ℝ,
      (1 + t • E).det = 1 + E.trace * t + p.eval t * t ^ 2 :=
    ⟨_, fun t => Matrix.det_one_add_smul t E⟩
  have hu : ContinuousAt (fun t : ℝ => E.trace + p.eval t * t) 0 :=
    (continuous_const.add (p.continuous.mul continuous_id)).continuousAt
  have h := (hasDerivAt_mul_of_continuousAt hu).const_add 1
  convert h using 1
  · funext t
    rw [hp]
    ring
  · simp

end

end KineticStrainResponse
```

The error:

```
Main.lean:31:4: error: Tactic `apply` failed: could not unify the conclusion of `@funext`
  ?f = ?g
with the goal
  Real.instAddCommGroup = Real.normedAddCommGroup.toAddCommGroup

Note: The full type of `@funext` is
  ∀ {α : Sort ?u.107} {β : α → Sort ?u.106} {f g : (x : α) → β x}, (∀ (x : α), f x = g x) → f = g

case e'_4
n : Type u_1
inst✝¹ : Fintype n
inst✝ : DecidableEq n
E : Matrix n n ℝ
p : Polynomial ℝ
hp : ∀ (t : ℝ), (1 + t • E).det = 1 + E.trace * t + Polynomial.eval t p * t ^ 2
hu : ContinuousAt (fun t => E.trace + Polynomial.eval t p * t) 0
h : HasDerivAt (fun x => 1 + x * (E.trace + Polynomial.eval x p * x)) (E.trace + Polynomial.eval 0 p * 0) 0
⊢ Real.instAddCommGroup = Real.normedAddCommGroup.toAddCommGroup
Main.lean:34:4: error: `simp` made no progress
Main.lean:23:59: error: unsolved goals
case e'_8
n : Type u_1
inst✝¹ : Fintype n
inst✝ : DecidableEq n
E : Matrix n n ℝ
p : Polynomial ℝ
hp : ∀ (t : ℝ), (1 + t • E).det = 1 + E.trace * t + Polynomial.eval t p * t ^ 2
hu : ContinuousAt (fun t => E.trace + Polynomial.eval t p * t) 0
h : HasDerivAt (fun x => 1 + x * (E.trace + Polynomial.eval x p * x)) (E.trace + Polynomial.eval 0 p * 0) 0
⊢ (fun t => (1 + t • E).det) = fun x => 1 + x * (E.trace + Polynomial.eval x p * x)

case e'_9
n : Type u_1
inst✝¹ : Fintype n
inst✝ : DecidableEq n
E : Matrix n n ℝ
p : Polynomial ℝ
hp : ∀ (t : ℝ), (1 + t • E).det = 1 + E.trace * t + Polynomial.eval t p * t ^ 2
hu : ContinuousAt (fun t => E.trace + Polynomial.eval t p * t) 0
h : HasDerivAt (fun x => 1 + x * (E.trace + Polynomial.eval x p * x)) (E.trace + Polynomial.eval 0 p * 0) 0
⊢ E.trace = E.trace + Polynomial.eval 0 p * 0
```

Cause. The matching is where the proof fails. `convert h using 1` was expected to leave two goals, equality of the functions and equality of the derivatives, but it also asked for equalities between the structures that `HasDerivAt` carries implicitly. The first bullet therefore met `Real.instAddCommGroup = Real.normedAddCommGroup.toAddCommGroup`, an equality of two additive group structures on ℝ, to which `funext` does not apply. The second bullet also fell on a goal not meant for it, and `simp` made no progress there. The two intended goals, `e'_8` and `e'_9`, were left over, hence the "unsolved goals" error.

The repair does without `convert`. It states the equality of functions as `hfun`, proves it by the same steps as before, and rewrites the goal with it. Then `h.congr_deriv` replaces the derivative value in `h` by `E.trace`, and `simp` proves the two values equal. `exact` accepts the result because the structures on ℝ agree by definition, so they no longer appear as separate goals.

The mended proof, as a diff:

```diff
@@ -28,9 +28,11 @@
     (continuous_const.add (p.continuous.mul continuous_id)).continuousAt
   have h := (hasDerivAt_mul_of_continuousAt hu).const_add 1
-  convert h using 1
-  · funext t
+  have hfun : (fun t : ℝ => (1 + t • E).det)
+      = fun t => 1 + t * (E.trace + p.eval t * t) := by
+    funext t
     rw [hp]
     ring
-  · simp
+  rw [hfun]
+  exact h.congr_deriv (by simp)
 
 end
```
